# In the four-band Dirac model, the gap of biased bilayer graphene is $Ut/\sqrt{U^2+t^2}$

A perpendicular electric field across bilayer graphene puts the two layers at different energies, $U/2$ and $-U/2$, and opens a gap. At the Dirac point, the two states nearest zero energy are separated by exactly $U$, which suggests a gap that can be made as large as the bias. At some momenta away from that point the bands come closer together. How large is the true gap, and does it keep growing?

For interlayer hopping $t>0$ and bias $U\ge 0$ the answer is $Ut/\sqrt{U^2+t^2}$, which never reaches $t$. In this non-interacting continuum model, the hopping therefore limits the gap available for switching off a bilayer transistor channel.

## Two identical Dirac layers joined by one hopping

The model keeps four orbitals, two per layer, near one valley. The complex number $k$ is the in-plane momentum measured from the Dirac point, in units where $\hbar$ and the Dirac velocity are 1, so $k$, $t$, $U$ and the energy $E$ share one unit. The constant $t$ stands for tunnelling between the two sites that lie directly above each other. `IsBandEnergy` says that the real number $E$ has a nonzero eigenvector at $k$. The functions `lowerSq` and `upperSq` are candidates for the squared energies at $p=|k|$.

In Lean 4 with Mathlib:

```lean
import Mathlib

open Matrix ComplexConjugate Filter Topology

namespace BiasedBilayerGraphene

noncomputable section

/-- Four-band Hamiltonian of biased bilayer graphene at complex in-plane momentum `k`, with
interlayer hopping `t`, layer energies `U/2` and `-U/2`, and unit Dirac velocity. -/
def hamiltonian (t U : ℝ) (k : ℂ) : Matrix (Fin 4) (Fin 4) ℂ :=
  !![(U : ℂ) / 2, conj k, 0, 0;
     k, (U : ℂ) / 2, (t : ℂ), 0;
     0, (t : ℂ), -(U : ℂ) / 2, conj k;
     0, 0, k, -(U : ℂ) / 2]

/-- The real number `E` is an energy of the bilayer at momentum `k`. -/
def IsBandEnergy (t U : ℝ) (k : ℂ) (E : ℝ) : Prop :=
  ∃ v : Fin 4 → ℂ, v ≠ 0 ∧ hamiltonian t U k *ᵥ v = (E : ℂ) • v

/-- Squared energy of the lower branch at momentum `p`. -/
def lowerSq (t U p : ℝ) : ℝ :=
  t ^ 2 / 2 + U ^ 2 / 4 + p ^ 2 - √(t ^ 4 / 4 + p ^ 2 * (t ^ 2 + U ^ 2))

/-- Squared energy of the upper branch at momentum `p`. -/
def upperSq (t U p : ℝ) : ℝ :=
  t ^ 2 / 2 + U ^ 2 / 4 + p ^ 2 + √(t ^ 4 / 4 + p ^ 2 * (t ^ 2 + U ^ 2))
```

## Momentum ranges over the whole plane

The set `bands` collects the energies from every complex $k$, with no Brillouin-zone boundary. `bandGap` is the distance across zero energy, from the highest nonpositive level to the lowest nonnegative one.

```lean
/-- All energies of the bilayer, collected over all momenta. -/
def bands (t U : ℝ) : Set ℝ := {E | ∃ k : ℂ, IsBandEnergy t U k E}

/-- The band gap: the infimum of the nonnegative energies minus the supremum of the
nonpositive ones. -/
def bandGap (t U : ℝ) : ℝ :=
  sInf {E | E ∈ bands t U ∧ 0 ≤ E} - sSup {E | E ∈ bands t U ∧ E ≤ 0}
```

The derivation uses the unbounded plane when it places the minimum at a particular momentum $p_*$, found below; the proof uses it when `band_edges` supplies that momentum as a member of $\mathbb{C}$. With a cutoff below $p_*$, the lowest nonnegative level would sit at the cutoff and the gap would be larger for $U>0$. Since $p_*$ grows like $U/2$, a very large bias also leaves the range where graphene's dispersion is linear.

## What the Hamiltonian gives for any real $t$ and $U$

The spectrum follows from the form of the matrix alone. Put $x=U/2-E$ and $y=-U/2-E$. Expanding the determinant gives

$$\det(H-E)=(x^2-p^2)(y^2-p^2)-t^2xy .$$

Since $xy=E^2-U^2/4$ and $x^2+y^2=2E^2+U^2/2$, this is

$$E^4-2AE^2+\left(\tfrac{U^2}{4}-p^2\right)^2+\tfrac{t^2U^2}{4},\qquad A=\tfrac{t^2}{2}+\tfrac{U^2}{4}+p^2 .$$

Solving the quadratic in $E^2$ gives $E^2=A\pm S$, where

$$S^2=A^2-\left(\tfrac{U^2}{4}-p^2\right)^2-\tfrac{t^2U^2}{4}=\tfrac{t^4}{4}+p^2(t^2+U^2),\qquad S\ge 0 .$$

```lean
/-- Determinant of two identical-hopping layers with diagonal entries `x` and `y`, coupled
through one pair of sites. -/
theorem det_two_layers (x y k l t : ℂ) :
    (!![x, l, 0, 0; k, x, t, 0; 0, t, y, l; 0, 0, k, y] : Matrix (Fin 4) (Fin 4) ℂ).det
      = (x ^ 2 - k * l) * (y ^ 2 - k * l) - t ^ 2 * x * y := by
  simp [Matrix.det_succ_row_zero, Fin.sum_univ_succ, Fin.succAbove]
  ring

/-- The secular determinant factors into the lower and the upper branch. -/
theorem secular_det (t U E : ℝ) (k : ℂ) :
    (hamiltonian t U k - (E : ℂ) • (1 : Matrix (Fin 4) (Fin 4) ℂ)).det
      = (((E ^ 2 - lowerSq t U ‖k‖) * (E ^ 2 - upperSq t U ‖k‖) : ℝ) : ℂ) := by
  have hk : k * conj k = (‖k‖ : ℂ) ^ 2 := by
    rw [Complex.mul_conj, Complex.normSq_eq_norm_sq, Complex.ofReal_pow]
  -- the square roots cancel in the product of the two branches
  have hreal : (E ^ 2 - lowerSq t U ‖k‖) * (E ^ 2 - upperSq t U ‖k‖)
      = ((E - U / 2) ^ 2 - ‖k‖ ^ 2) * ((E + U / 2) ^ 2 - ‖k‖ ^ 2)
        - t ^ 2 * (E ^ 2 - U ^ 2 / 4) := by
    have hs := Real.sq_sqrt (show 0 ≤ t ^ 4 / 4 + ‖k‖ ^ 2 * (t ^ 2 + U ^ 2) by positivity)
    unfold lowerSq upperSq
    linear_combination -hs
  have hM : hamiltonian t U k - (E : ℂ) • (1 : Matrix (Fin 4) (Fin 4) ℂ)
      = !![(U : ℂ) / 2 - E, conj k, 0, 0; k, (U : ℂ) / 2 - E, (t : ℂ), 0;
           0, (t : ℂ), -(U : ℂ) / 2 - E, conj k; 0, 0, k, -(U : ℂ) / 2 - E] := by
    ext i j
    fin_cases i <;> fin_cases j <;> simp [hamiltonian]
  rw [hM, det_two_layers, hreal, hk]
  push_cast
  ring

/-- A real number is an energy at momentum `k` exactly when its square lies on the lower or
the upper branch. -/
theorem isBandEnergy_iff (t U E : ℝ) (k : ℂ) :
    IsBandEnergy t U k E ↔ E ^ 2 = lowerSq t U ‖k‖ ∨ E ^ 2 = upperSq t U ‖k‖ := by
  have h : IsBandEnergy t U k E ↔
      (hamiltonian t U k - (E : ℂ) • (1 : Matrix (Fin 4) (Fin 4) ℂ)).det = 0 := by
    rw [← Matrix.exists_mulVec_eq_zero_iff]
    simp only [IsBandEnergy, Matrix.sub_mulVec, Matrix.smul_mulVec, Matrix.one_mulVec,
      sub_eq_zero]
  rw [h, secular_det, Complex.ofReal_eq_zero, mul_eq_zero, sub_eq_zero, sub_eq_zero]
```

`det_two_layers` is the expansion. In `secular_det`, `hk` replaces $k\bar k$ by $|k|^2$, and `hreal` multiplies the two branches together, using only the value of $S^2$. `isBandEnergy_iff` then combines two facts: a nonzero eigenvector exists exactly when the determinant vanishes, and a product vanishes exactly when a factor does.

The assumption at work is that momentum enters the determinant only through $k\bar k$. Adding to the coupled layers a skew hopping between the first and fourth orbitals, the two sites outside the vertical pair, with amplitude proportional to $k$ in the first row, would make the energies depend on the direction of $k$, and this factorisation in $|k|$ would be lost.

## Coupled layers: $t>0$

Physically, $t>0$ says that electrons can tunnel between the layers. By hand, it allows division by $W=U^2+t^2$ whatever the bias. Substituting $p^2=(S^2-t^4/4)/W$ into the lower branch gives

$$A-S=\frac{t^2}{2}+\frac{U^2}{4}-\frac{t^4}{4W}+\frac{S^2}{W}-S .$$

Completing the square, $S^2/W-S=(S-W/2)^2/W-W/4$. The constants combine to $t^2/4-t^4/(4W)=U^2t^2/(4W)$, so

$$A-S=\frac{U^2t^2}{4W}+\frac{(S-W/2)^2}{W}.$$

The minimum of the squared energy is therefore $U^2t^2/(4W)$, reached when $S=W/2$, that is, at

$$p_*^2=\frac{W^2-t^4}{4W}=\frac{U^2(U^2+2t^2)}{4(U^2+t^2)} .$$

For $U>0$ this is a ring of momenta around the Dirac point; for $U=0$ it shrinks to the point itself.

```lean
/-- The lower branch is a constant plus a perfect square divided by `U² + t²`. -/
theorem lowerSq_eq {t : ℝ} (ht : 0 < t) (U p : ℝ) :
    lowerSq t U p = U ^ 2 * t ^ 2 / (4 * (U ^ 2 + t ^ 2))
      + (√(t ^ 4 / 4 + p ^ 2 * (t ^ 2 + U ^ 2)) - (U ^ 2 + t ^ 2) / 2) ^ 2
        / (U ^ 2 + t ^ 2) := by
  have hs := Real.sq_sqrt (show 0 ≤ t ^ 4 / 4 + p ^ 2 * (t ^ 2 + U ^ 2) by positivity)
  have hW : U ^ 2 + t ^ 2 ≠ 0 := by positivity
  unfold lowerSq
  generalize √(t ^ 4 / 4 + p ^ 2 * (t ^ 2 + U ^ 2)) = S at hs ⊢
  -- express the momentum through the root
  have hp : p ^ 2 = (S ^ 2 - t ^ 4 / 4) / (U ^ 2 + t ^ 2) := by
    rw [eq_div_iff hW]
    linear_combination -hs
  rw [hp]
  field_simp
  ring

/-- The minimum of the squared lower branch over real momenta is `U²t²/(4(U²+t²))`. -/
theorem lowerSq_isLeast {t : ℝ} (ht : 0 < t) (U : ℝ) :
    IsLeast (Set.range (lowerSq t U)) (U ^ 2 * t ^ 2 / (4 * (U ^ 2 + t ^ 2))) := by
  refine ⟨⟨√(U ^ 2 * (U ^ 2 + 2 * t ^ 2) / (4 * (U ^ 2 + t ^ 2))), ?_⟩, ?_⟩
  · have hW : U ^ 2 + t ^ 2 ≠ 0 := by positivity
    have hsq : t ^ 4 / 4 + U ^ 2 * (U ^ 2 + 2 * t ^ 2) / (4 * (U ^ 2 + t ^ 2))
        * (t ^ 2 + U ^ 2) = ((U ^ 2 + t ^ 2) / 2) ^ 2 := by
      field_simp
      ring
    rw [lowerSq_eq ht, Real.sq_sqrt (by positivity), hsq, Real.sqrt_sq (by positivity)]
    simp
  · rintro _ ⟨p, rfl⟩
    rw [lowerSq_eq ht]
    exact le_add_of_nonneg_right (by positivity)
```

In `lowerSq_eq`, the hypothesis is used in `hW`, which states that $W\neq0$; the root is then renamed `S` and the algebra above is carried out. `lowerSq_isLeast` supplies $p_*$ as a witness, checks that the square vanishes there, and obtains the lower bound from the square being nonnegative.

Without tunnelling, the lower branch is $(p-|U|/2)^2$: the shifted cones of the two layers cross at zero energy and there is no gap. A negative $t$ gives the same spectrum as $|t|$, since only $t^2$ appears in the branches, but the gap formula would then need $|t|$.

## A bias with a chosen sign: $U\ge 0$

The condition $U\ge0$ fixes which layer is called the upper one in energy. By hand, it enters when the root of the minimum is taken. The number

$$g=\frac{Ut}{2\sqrt{U^2+t^2}}$$

is nonnegative and satisfies $g^2=U^2t^2/(4W)$. Every band energy obeys $E^2\ge g^2$, because the upper branch lies nowhere below the lower one. Hence $E\ge g$ for nonnegative energies and $E\le -g$ for nonpositive ones. Both $g$ and $-g$ occur at $p_*$, so the gap is $2g$.

```lean
/-- For `t > 0` and `U ≥ 0`, the lowest nonnegative and the highest nonpositive energy are
`±Ut/(2√(U²+t²))`, and both are attained. -/
theorem band_edges {t U : ℝ} (ht : 0 < t) (hU : 0 ≤ U) :
    IsLeast {E | E ∈ bands t U ∧ 0 ≤ E} (U * t / (2 * √(U ^ 2 + t ^ 2))) ∧
    IsGreatest {E | E ∈ bands t U ∧ E ≤ 0} (-(U * t / (2 * √(U ^ 2 + t ^ 2)))) := by
  have hg0 : 0 ≤ U * t / (2 * √(U ^ 2 + t ^ 2)) := by positivity
  have hg : (U * t / (2 * √(U ^ 2 + t ^ 2))) ^ 2
      = U ^ 2 * t ^ 2 / (4 * (U ^ 2 + t ^ 2)) := by
    rw [div_pow, mul_pow, mul_pow, Real.sq_sqrt (by positivity)]
    norm_num
  generalize U * t / (2 * √(U ^ 2 + t ^ 2)) = g at hg0 hg ⊢
  obtain ⟨⟨p, hp⟩, hmin⟩ := lowerSq_isLeast ht U
  -- both signs of the edge energy occur at the minimising momentum
  have hmem : ∀ E : ℝ, E ^ 2 = g ^ 2 → E ∈ bands t U := by
    intro E hE
    refine ⟨(p : ℂ), (isBandEnergy_iff t U E p).2 (Or.inl ?_)⟩
    rw [hE, hg, ← hp, Complex.norm_real, Real.norm_eq_abs]
    simp only [lowerSq, sq_abs]
  -- no energy lies closer to zero
  have hbound : ∀ E ∈ bands t U, g ^ 2 ≤ E ^ 2 := by
    rintro E ⟨k, hk⟩
    have h1 : g ^ 2 ≤ lowerSq t U ‖k‖ := hg ▸ hmin ⟨‖k‖, rfl⟩
    have h2 : lowerSq t U ‖k‖ ≤ upperSq t U ‖k‖ := by
      have := Real.sqrt_nonneg (t ^ 4 / 4 + ‖k‖ ^ 2 * (t ^ 2 + U ^ 2))
      unfold lowerSq upperSq
      linarith
    rcases (isBandEnergy_iff t U E k).1 hk with h | h <;> linarith
  refine ⟨⟨⟨hmem g rfl, hg0⟩, ?_⟩, ⟨⟨hmem (-g) (by ring), by linarith⟩, ?_⟩⟩
  · rintro E ⟨hE, h0⟩
    have := hbound E hE
    nlinarith
  · rintro E ⟨hE, h0⟩
    have := hbound E hE
    nlinarith

/-- For `t > 0` and `U ≥ 0`, the band gap of biased bilayer graphene is `Ut/√(U²+t²)`. -/
theorem bandGap_eq {t U : ℝ} (ht : 0 < t) (hU : 0 ≤ U) :
    bandGap t U = U * t / √(U ^ 2 + t ^ 2) := by
  have h := band_edges ht hU
  rw [bandGap, h.1.csInf_eq, h.2.csSup_eq]
  ring
```

In `band_edges`, the sign condition is used in `hg0`. The step `hmem` shows that both edge energies occur, and `hbound` shows that no level is closer to zero. Because the edges are a least and a greatest element, `bandGap_eq` can replace the infimum and supremum by their values and subtract.

For negative $U$ the layers exchange roles and the physical gap is unchanged, so the formula would need $|U|$; as written, it would give a negative number.

A numerical case shows the sizes. Take $t=3$ and $U=4$ in a common energy unit, so $W=25$.

- The minimum lies at $p_*^2=16\cdot34/100=5.44$.
- There $S^2=81/4+5.44\cdot25=156.25$, so $S=12.5=W/2$.
- The lower branch is $4.5+4+5.44-12.5=1.44$, so the edges are $\pm1.2$.
- The gap is $2.4$, in agreement with $4\cdot3/5$. At the Dirac point the separation is $4$.

## A bias that is switched on: $U>0$

Strict positivity means that the layers really differ in energy. By hand, it makes the numerator $Ut$ positive, so the gap is open. The upper bound follows from $U<\sqrt{U^2+t^2}$: multiply by $t$ and divide by the root.

```lean
/-- At positive bias and positive hopping the gap is open and strictly smaller than the hopping. -/
theorem bandGap_pos_lt {t U : ℝ} (ht : 0 < t) (hU : 0 < U) :
    0 < bandGap t U ∧ bandGap t U < t := by
  have hs : U < √(U ^ 2 + t ^ 2) :=
    (Real.lt_sqrt hU.le).2 (by have := pow_pos ht 2; linarith)
  rw [bandGap_eq ht hU.le]
  refine ⟨by positivity, ?_⟩
  rw [div_lt_iff₀ (hU.trans hs)]
  nlinarith
```

The proof establishes that inequality as `hs`, using $t^2>0$, and then clears the denominator. At $U=0$ the upper bound still holds, but the gap is zero: the bands touch at the Dirac point.

## A bias that grows while $t$ stays fixed

The last condition is a limit: $U\to\infty$ with the hopping $t>0$ held constant. Here $U$ is the actual energy difference between the layers, after any screening, and not the applied gate voltage. Since $\sqrt{U^2+t^2}\le U+t$,

$$t-\frac{t^2}{U}\le t-\frac{t^2}{U+t}=\frac{Ut}{U+t}\le\frac{Ut}{\sqrt{U^2+t^2}}<t ,$$

and both outer expressions tend to $t$.

```lean
/-- As the bias grows, the gap tends to the interlayer hopping. -/
theorem bandGap_tendsto {t : ℝ} (ht : 0 < t) :
    Tendsto (fun U => bandGap t U) atTop (𝓝 t) := by
  have hlim : Tendsto (fun U : ℝ => t - t ^ 2 / U) atTop (𝓝 (t - 0)) :=
    tendsto_const_nhds.sub (tendsto_const_nhds.div_atTop tendsto_id)
  rw [sub_zero] at hlim
  refine tendsto_of_tendsto_of_tendsto_of_le_of_le' hlim tendsto_const_nhds ?_ ?_
  · filter_upwards [eventually_gt_atTop (0 : ℝ)] with U hU
    rw [bandGap_eq ht hU.le]
    -- the root is at most `U + t`
    have hs : √(U ^ 2 + t ^ 2) ≤ U + t :=
      Real.sqrt_le_iff.2 ⟨by positivity, by nlinarith [mul_pos hU ht]⟩
    have h1 : t - t ^ 2 / U ≤ U * t / (U + t) := by
      rw [le_div_iff₀ (by positivity)]
      have h2 : (t - t ^ 2 / U) * (U + t) = U * t - t ^ 3 / U := by
        field_simp
        ring
      have h3 : 0 < t ^ 3 / U := by positivity
      linarith
    have h4 : U * t / (U + t) ≤ U * t / √(U ^ 2 + t ^ 2) :=
      div_le_div_of_nonneg_left (by positivity) (by positivity) hs
    exact h1.trans h4
  · filter_upwards [eventually_gt_atTop (0 : ℝ)] with U hU
    exact (bandGap_pos_lt ht hU).2.le

end

end BiasedBilayerGraphene
```

In the proof, `hlim` is the limit of the left-hand bound, while `h1` and `h4` are the inequalities in the chain. The bounds are needed only for $U>0$, which `eventually_gt_atTop` provides. At any fixed bias the gap remains below $t$, so the hopping is a limiting value that is never attained.

```lean
#print axioms BiasedBilayerGraphene.bandGap_eq
-- 'BiasedBilayerGraphene.bandGap_eq' depends on axioms: [propext, Classical.choice, Quot.sound]
#print axioms BiasedBilayerGraphene.bandGap_tendsto
-- 'BiasedBilayerGraphene.bandGap_tendsto' depends on axioms: [propext, Classical.choice, Quot.sound]
```
